# Duhamel correlation bounds for a finite quantum system: G − C/12 ≤ D ≤ G

## Does the 1/12 survive at low temperature?

Take a quantum system with Hamiltonian $H$ and finitely many energies $E_i$, at inverse temperature $\beta$, with Gibbs weights $p_i=e^{-\beta E_i}/\sum_k e^{-\beta E_k}$, and an operator $A$ with elements $A_{ij}$ in the energy basis. Define

$$D=\sum_{ij}|A_{ij}|^2\int_0^1 p_i^{1-s}p_j^{s}\,ds,\qquad G=\sum_{ij}|A_{ij}|^2\,\frac{p_i+p_j}{2},$$

$$C=\sum_{ij}|A_{ij}|^2\,\beta(E_i-E_j)(p_j-p_i).$$

For Hermitian $A$ with zero thermal mean, $\beta D$ is the isothermal static susceptibility, while $G$ measures the fluctuations I need for an order parameter. Expanding in small $\beta$, I find $G-D\approx C/12$. Is that only a high-temperature estimate, or does $C/12$ control the difference at every temperature?

## C/12 bounds the difference at every temperature

It does: $G-C/12\le D\le G$ for every real $\beta$.

Fix a pair of levels and put $x=\beta(E_i-E_j)$. Then $p_j=p_ie^{x}$, so the integrand is $p_ie^{sx}$. If $x=0$, the integral equals $p_i=(p_i+p_j)/2$ and the pair's contribution to $C$ vanishes. If $x\ne0$, the integral is $p_i(e^x-1)/x$, and the claim for the pair, divided by $p_i$, is

$$\frac{1+e^x}{2}-\frac{x(e^x-1)}{12}<\frac{e^x-1}{x}<\frac{1+e^x}{2}.$$

With $x=2t$, division by $e^t$ gives

$$\cosh t-\frac{t\sinh t}{3}<\frac{\sinh t}{t}<\cosh t.$$

Every term is even, so take $t>0$. Let $f(t)=t\cosh t-\sinh t$. Since $f(0)=0$ and $f'(t)=t\sinh t>0$, we have $f>0$, which is the upper bound. Let $g(t)=3\sinh t-3t\cosh t+t^2\sinh t$. Then $g(0)=0$ and

$$g'(t)=t^2\cosh t-t\sinh t=t f(t)>0,$$

so $g>0$, which is the lower bound. Multiplying by $|A_{ij}|^2\ge0$ and summing over pairs gives the result.

Since $[H,A]_{ij}=(E_i-E_j)A_{ij}$, a non-commuting $A$ has a nonzero element between different energies. For $\beta\ne0$ that pair makes both bounds strict. If $A$ commutes with $H$, only pairs with $x=0$ contribute, and $D=G$.

In Lean, the finite type `n` labels the levels, `E` gives their energies, and `A` is any complex matrix, Hermitian or not. `duhamel`, `symmCorr` and `commCorr` are $D$, $G$ and $C$. The Hamiltonian is already diagonal. `correlations_eq_trace` identifies, with $\rho$ the Gibbs state,

$$G=\tfrac12\operatorname{Tr}\rho(A^\dagger A+AA^\dagger),\qquad C=\beta\operatorname{Tr}\rho[A^\dagger,[H,A]].$$

Note that $C$ includes the factor $\beta$, which some texts keep separate. The theorems treat each finite system and do not by themselves establish a phase transition: they supply neither an estimate of $D$ that is uniform in the system size nor the thermodynamic limit.

```lean
import Mathlib

open Matrix

namespace DuhamelBounds

noncomputable section

variable {n : Type*} [Fintype n]

/-- Gibbs weight of level `i` at inverse temperature `β`. -/
def gibbs (β : ℝ) (E : n → ℝ) (i : n) : ℝ :=
  Real.exp (-β * E i) / ∑ k, Real.exp (-β * E k)

/-- The weight of a pair of levels in the Duhamel correlation: the integral of
`p i ^ (1 - s) * p j ^ s` over `s` from 0 to 1. -/
def duhamelWeight (β : ℝ) (E : n → ℝ) (i j : n) : ℝ :=
  ∫ s in (0 : ℝ)..1, gibbs β E i ^ (1 - s) * gibbs β E j ^ s

/-- The Duhamel correlation `D` of `A`, written in the energy basis. -/
def duhamel (β : ℝ) (E : n → ℝ) (A : Matrix n n ℂ) : ℝ :=
  ∑ i, ∑ j, ‖A i j‖ ^ 2 * duhamelWeight β E i j

/-- The symmetrised correlation `G` of `A`, written in the energy basis. -/
def symmCorr (β : ℝ) (E : n → ℝ) (A : Matrix n n ℂ) : ℝ :=
  ∑ i, ∑ j, ‖A i j‖ ^ 2 * ((gibbs β E i + gibbs β E j) / 2)

/-- The double-commutator term `C` of `A`, written in the energy basis. -/
def commCorr (β : ℝ) (E : n → ℝ) (A : Matrix n n ℂ) : ℝ :=
  ∑ i, ∑ j, ‖A i j‖ ^ 2 * (β * (E i - E j) * (gibbs β E j - gibbs β E i))

/-- For `t > 0`, two hyperbolic inequalities that bound `sinh t` from above and below. -/
theorem sinh_bounds {t : ℝ} (ht : 0 < t) :
    Real.sinh t < t * Real.cosh t ∧
      3 * t * Real.cosh t - t * t * Real.sinh t < 3 * Real.sinh t := by
  have h1 : ∀ u : ℝ, 0 < u → Real.sinh u < u * Real.cosh u := by
    intro u hu
    have hm : StrictMonoOn (fun y : ℝ => y * Real.cosh y - Real.sinh y) (Set.Ici 0) := by
      apply strictMonoOn_of_deriv_pos (convex_Ici 0)
        ((continuous_id.mul Real.continuous_cosh).sub Real.continuous_sinh).continuousOn
      intro y hy
      have hy' : 0 < y := by simpa using hy
      have hd : HasDerivAt (fun y : ℝ => y * Real.cosh y - Real.sinh y)
          (y * Real.sinh y) y :=
        (((hasDerivAt_id' y).fun_mul (Real.hasDerivAt_cosh y)).fun_sub
          (Real.hasDerivAt_sinh y)).congr_deriv (by ring)
      change 0 < deriv (fun y : ℝ => y * Real.cosh y - Real.sinh y) y
      rw [hd.deriv]
      exact mul_pos hy' (Real.sinh_pos_iff.mpr hy')
    have h : 0 * Real.cosh 0 - Real.sinh 0 < u * Real.cosh u - Real.sinh u :=
      hm (Set.mem_Ici.mpr le_rfl) (Set.mem_Ici.mpr hu.le) hu
    rw [Real.sinh_zero] at h
    linarith
  refine ⟨h1 t ht, ?_⟩
  -- the derivative of the second difference is `y` times the first difference
  have hd : ∀ y : ℝ, HasDerivAt
      (fun y : ℝ => 3 * Real.sinh y - 3 * y * Real.cosh y + y * y * Real.sinh y)
      (y * (y * Real.cosh y - Real.sinh y)) y := fun y =>
    ((((Real.hasDerivAt_sinh y).const_mul 3).fun_sub
      (((hasDerivAt_id' y).const_mul 3).fun_mul (Real.hasDerivAt_cosh y))).fun_add
      (((hasDerivAt_id' y).fun_mul (hasDerivAt_id' y)).fun_mul
        (Real.hasDerivAt_sinh y))).congr_deriv (by ring)
  have hm : StrictMonoOn
      (fun y : ℝ => 3 * Real.sinh y - 3 * y * Real.cosh y + y * y * Real.sinh y)
      (Set.Ici 0) := by
    apply strictMonoOn_of_deriv_pos (convex_Ici 0)
      (fun y _ => (hd y).continuousAt.continuousWithinAt)
    intro y hy
    have hy' : 0 < y := by simpa using hy
    rw [(hd y).deriv]
    exact mul_pos hy' (sub_pos.mpr (h1 y hy'))
  have h : 3 * Real.sinh 0 - 3 * 0 * Real.cosh 0 + 0 * 0 * Real.sinh 0 <
      3 * Real.sinh t - 3 * t * Real.cosh t + t * t * Real.sinh t :=
    hm (Set.mem_Ici.mpr le_rfl) (Set.mem_Ici.mpr ht.le) ht
  rw [Real.sinh_zero] at h
  linarith

/-- For `x ≠ 0`, the average of `exp (s * x)` over `s` in `[0, 1]` lies strictly below the
trapezoidal value, by less than `x * (exp x - 1) / 12`. -/
theorem exp_average_bounds {x : ℝ} (hx : x ≠ 0) :
    (1 + Real.exp x) / 2 - x * (Real.exp x - 1) / 12 < ∫ s in (0 : ℝ)..1, Real.exp (s * x) ∧
      ∫ s in (0 : ℝ)..1, Real.exp (s * x) < (1 + Real.exp x) / 2 := by
  have hK : x * ∫ s in (0 : ℝ)..1, Real.exp (s * x) = Real.exp x - 1 := by
    have h : ∫ s in (0 : ℝ)..1, x * Real.exp (s * x) = Real.exp (1 * x) - Real.exp (0 * x) :=
      intervalIntegral.integral_eq_sub_of_hasDerivAt (f := fun s => Real.exp (s * x))
        (fun s _ => (((hasDerivAt_id' s).mul_const x).exp).congr_deriv (by ring))
        (Continuous.intervalIntegrable (by fun_prop) _ _)
    rw [intervalIntegral.integral_const_mul] at h
    rw [h, one_mul, zero_mul, Real.exp_zero]
  generalize (∫ s in (0 : ℝ)..1, Real.exp (s * x)) = K at hK ⊢
  obtain ⟨t, rfl⟩ : ∃ t, x = 2 * t := ⟨x / 2, by ring⟩
  have ht : t ≠ 0 := fun h => hx (by rw [h, mul_zero])
  -- both hyperbolic inequalities, multiplied by `t`, hold for either sign of `t`
  have hb : t * Real.sinh t < t ^ 2 * Real.cosh t ∧
      3 * t ^ 2 * Real.cosh t - t ^ 3 * Real.sinh t < 3 * (t * Real.sinh t) := by
    rcases lt_or_gt_of_ne ht with h | h
    · have hn : 0 < -t := by linarith
      obtain ⟨h1, h2⟩ := sinh_bounds hn
      rw [Real.sinh_neg, Real.cosh_neg] at h1 h2
      have h3 := mul_lt_mul_of_pos_left h1 hn
      have h4 := mul_lt_mul_of_pos_left h2 hn
      constructor <;> linarith
    · obtain ⟨h1, h2⟩ := sinh_bounds h
      have h3 := mul_lt_mul_of_pos_left h1 h
      have h4 := mul_lt_mul_of_pos_left h2 h
      constructor <;> linarith
  have he : Real.exp t * Real.exp (-t) = 1 := by rw [← Real.exp_add]; simp
  have h2 : Real.exp (2 * t) = Real.exp t * Real.exp t := by rw [← Real.exp_add]; ring_nf
  have hs : Real.exp t * Real.sinh t = t * K := by
    rw [Real.sinh_eq]
    linear_combination (-1 / 2) * he - (1 / 2) * hK - (1 / 2) * h2
  have hc : Real.exp t * Real.cosh t = (1 + Real.exp (2 * t)) / 2 := by
    rw [Real.cosh_eq]
    linear_combination (1 / 2) * he - (1 / 2) * h2
  have h3 := mul_lt_mul_of_pos_left hb.1 (Real.exp_pos t)
  have h4 := mul_lt_mul_of_pos_left hb.2 (Real.exp_pos t)
  rw [← hK]
  constructor
  · refine lt_of_mul_lt_mul_left (a := t ^ 2) ?_ (sq_nonneg t)
    linear_combination (1 / 3) * h4 + (t + t ^ 3 / 3) * hs - t ^ 2 * hc
  · refine lt_of_mul_lt_mul_left (a := t ^ 2) ?_ (sq_nonneg t)
    linear_combination h3 - t * hs + t ^ 2 * hc

/-- Every Gibbs weight is positive. -/
theorem gibbs_pos (β : ℝ) (E : n → ℝ) (i : n) : 0 < gibbs β E i :=
  div_pos (Real.exp_pos _) (Finset.sum_pos (fun _ _ => Real.exp_pos _) ⟨i, Finset.mem_univ i⟩)

/-- The ratio of two Gibbs weights is the Boltzmann factor of the energy difference. -/
theorem gibbs_ratio (β : ℝ) (E : n → ℝ) (i j : n) :
    gibbs β E j = gibbs β E i * Real.exp (β * (E i - E j)) := by
  unfold gibbs
  rw [div_mul_eq_mul_div, ← Real.exp_add]
  congr 2
  ring

/-- The Duhamel weight of a pair lies between the two bounds, strictly if
`β * (E i - E j) ≠ 0`, and equals the mean Gibbs weight if `β * (E i - E j) = 0`. -/
theorem pair_bounds (β : ℝ) (E : n → ℝ) (i j : n) :
    (β * (E i - E j) ≠ 0 →
      (gibbs β E i + gibbs β E j) / 2 - β * (E i - E j) * (gibbs β E j - gibbs β E i) / 12
        < duhamelWeight β E i j ∧
      duhamelWeight β E i j < (gibbs β E i + gibbs β E j) / 2) ∧
    (β * (E i - E j) = 0 → duhamelWeight β E i j = (gibbs β E i + gibbs β E j) / 2) := by
  have hp := gibbs_pos β E i
  have h : ∀ s : ℝ, gibbs β E i ^ (1 - s) * gibbs β E j ^ s =
      gibbs β E i * Real.exp (s * (β * (E i - E j))) := by
    intro s
    rw [gibbs_ratio β E i j, Real.mul_rpow hp.le (Real.exp_pos _).le, ← Real.exp_mul,
      ← mul_assoc, ← Real.rpow_add hp, sub_add_cancel, Real.rpow_one, mul_comm s]
  simp only [duhamelWeight, h, intervalIntegral.integral_const_mul]
  rw [gibbs_ratio β E i j]
  refine ⟨fun hx => ?_, fun hx => by rw [hx]; simp⟩
  obtain ⟨h1, h2⟩ := exp_average_bounds hx
  have h3 := mul_lt_mul_of_pos_left h1 hp
  have h4 := mul_lt_mul_of_pos_left h2 hp
  constructor <;> linarith

/-- The combination `G - C / 12` as a single sum over pairs of levels. -/
theorem lower_eq_sum (β : ℝ) (E : n → ℝ) (A : Matrix n n ℂ) :
    symmCorr β E A - commCorr β E A / 12 = ∑ i, ∑ j, ‖A i j‖ ^ 2 *
      ((gibbs β E i + gibbs β E j) / 2
        - β * (E i - E j) * (gibbs β E j - gibbs β E i) / 12) := by
  simp only [symmCorr, commCorr, Finset.sum_div, ← Finset.sum_sub_distrib]
  exact Finset.sum_congr rfl fun i _ => Finset.sum_congr rfl fun j _ => by ring

/-- **Duhamel correlation bounds**: `G - C / 12 ≤ D ≤ G` for every complex matrix `A`, all real
energies and every real inverse temperature. -/
theorem duhamel_bounds (β : ℝ) (E : n → ℝ) (A : Matrix n n ℂ) :
    symmCorr β E A - commCorr β E A / 12 ≤ duhamel β E A ∧
      duhamel β E A ≤ symmCorr β E A := by
  rw [lower_eq_sum]
  constructor <;>
    refine Finset.sum_le_sum fun i _ => Finset.sum_le_sum fun j _ =>
      mul_le_mul_of_nonneg_left ?_ (sq_nonneg _)
  · by_cases hx : β * (E i - E j) = 0
    · rw [(pair_bounds β E i j).2 hx, hx]; simp
    · exact ((pair_bounds β E i j).1 hx).1.le
  · by_cases hx : β * (E i - E j) = 0
    · exact ((pair_bounds β E i j).2 hx).le
    · exact ((pair_bounds β E i j).1 hx).2.le

variable [DecidableEq n]

/-- The Hamiltonian in its energy basis. -/
def hamiltonian (E : n → ℝ) : Matrix n n ℂ := diagonal fun i => (E i : ℂ)

/-- The Gibbs density matrix in the energy basis. -/
def gibbsState (β : ℝ) (E : n → ℝ) : Matrix n n ℂ := diagonal fun i => (gibbs β E i : ℂ)

/-- `G` is the thermal mean of `(A† A + A A†) / 2`, and `C` is `β` times the thermal mean of the
double commutator `[A†, [H, A]]`. -/
theorem correlations_eq_trace (β : ℝ) (E : n → ℝ) (A : Matrix n n ℂ) :
    (symmCorr β E A : ℂ) = (gibbsState β E * (Aᴴ * A + A * Aᴴ)).trace / 2 ∧
    (commCorr β E A : ℂ) = β * (gibbsState β E *
      (Aᴴ * (hamiltonian E * A - A * hamiltonian E)
        - (hamiltonian E * A - A * hamiltonian E) * Aᴴ)).trace := by
  have hl : ∀ X : Matrix n n ℂ, (gibbsState β E * (Aᴴ * X)).trace =
      ∑ i, ∑ j, (gibbs β E j : ℂ) * (star (A i j) * X i j) := by
    intro X
    simp only [gibbsState, Matrix.trace, Matrix.diag_apply, Matrix.diagonal_mul]
    simp only [Matrix.mul_apply, Matrix.conjTranspose_apply, Finset.mul_sum]
    exact Finset.sum_comm
  have hr : ∀ X : Matrix n n ℂ, (gibbsState β E * (X * Aᴴ)).trace =
      ∑ i, ∑ j, (gibbs β E i : ℂ) * (X i j * star (A i j)) := by
    intro X
    simp only [gibbsState, Matrix.trace, Matrix.diag_apply, Matrix.diagonal_mul]
    simp only [Matrix.mul_apply, Matrix.conjTranspose_apply, Finset.mul_sum]
  have hn : ∀ i j, star (A i j) * A i j = (‖A i j‖ : ℂ) ^ 2 := fun i j => Complex.conj_mul' _
  constructor
  · rw [Matrix.mul_add, Matrix.trace_add, hl, hr, symmCorr]
    push_cast
    simp only [← Finset.sum_add_distrib, Finset.sum_div]
    refine Finset.sum_congr rfl fun i _ => Finset.sum_congr rfl fun j _ => ?_
    linear_combination (-((gibbs β E i : ℂ) + gibbs β E j) / 2) * hn i j
  · rw [Matrix.mul_sub, Matrix.trace_sub, hl, hr, commCorr]
    push_cast
    simp only [← Finset.sum_sub_distrib, Finset.mul_sum, hamiltonian, Matrix.sub_apply,
      Matrix.diagonal_mul, Matrix.mul_diagonal]
    refine Finset.sum_congr rfl fun i _ => Finset.sum_congr rfl fun j _ => ?_
    linear_combination
      (-((β : ℂ) * (E i - E j) * (gibbs β E j - gibbs β E i))) * hn i j

/-- At `β ≠ 0`, both Duhamel bounds are strict if `A` does not commute with the Hamiltonian. -/
theorem duhamel_bounds_strict {β : ℝ} (hβ : β ≠ 0) (E : n → ℝ) (A : Matrix n n ℂ)
    (hA : hamiltonian E * A ≠ A * hamiltonian E) :
    symmCorr β E A - commCorr β E A / 12 < duhamel β E A ∧
      duhamel β E A < symmCorr β E A := by
  -- some matrix element connects levels of different energy
  obtain ⟨i, j, ha, hE⟩ : ∃ i j, A i j ≠ 0 ∧ E i ≠ E j := by
    by_contra h
    apply hA
    ext i j
    simp only [hamiltonian, Matrix.diagonal_mul, Matrix.mul_diagonal]
    by_cases hE : E i = E j
    · rw [hE, mul_comm]
    · by_cases ha : A i j = 0
      · simp [ha]
      · exact absurd ⟨i, j, ha, hE⟩ h
  have hsum : ∀ f g : n → n → ℝ, (∀ k l, f k l ≤ g k l) → f i j < g i j →
      ∑ k, ∑ l, f k l < ∑ k, ∑ l, g k l := fun f g h hij =>
    Finset.sum_lt_sum (fun k _ => Finset.sum_le_sum fun l _ => h k l)
      ⟨i, Finset.mem_univ i, Finset.sum_lt_sum (fun l _ => h i l) ⟨j, Finset.mem_univ j, hij⟩⟩
  have hpos : 0 < ‖A i j‖ ^ 2 := pow_pos (norm_pos_iff.mpr ha) 2
  have hij := (pair_bounds β E i j).1 (mul_ne_zero hβ (sub_ne_zero.mpr hE))
  rw [lower_eq_sum]
  constructor
  · refine hsum _ _ (fun k l => mul_le_mul_of_nonneg_left ?_ (sq_nonneg _))
      (mul_lt_mul_of_pos_left hij.1 hpos)
    by_cases hx : β * (E k - E l) = 0
    · rw [(pair_bounds β E k l).2 hx, hx]; simp
    · exact ((pair_bounds β E k l).1 hx).1.le
  · refine hsum _ _ (fun k l => mul_le_mul_of_nonneg_left ?_ (sq_nonneg _))
      (mul_lt_mul_of_pos_left hij.2 hpos)
    by_cases hx : β * (E k - E l) = 0
    · exact ((pair_bounds β E k l).2 hx).le
    · exact ((pair_bounds β E k l).1 hx).2.le

/-- At `β ≠ 0`, the Duhamel and symmetrised correlations of `A` coincide exactly when `A`
commutes with the Hamiltonian. -/
theorem duhamel_eq_symmCorr_iff {β : ℝ} (hβ : β ≠ 0) (E : n → ℝ) (A : Matrix n n ℂ) :
    duhamel β E A = symmCorr β E A ↔ hamiltonian E * A = A * hamiltonian E := by
  constructor
  · intro h
    by_contra hA
    exact (duhamel_bounds_strict hβ E A hA).2.ne h
  · intro h
    refine Finset.sum_congr rfl fun i _ => Finset.sum_congr rfl fun j _ => ?_
    by_cases ha : A i j = 0
    · simp [ha]
    · have hij := congrFun (congrFun h i) j
      simp only [hamiltonian, Matrix.diagonal_mul, Matrix.mul_diagonal] at hij
      have hE : (E i : ℂ) = E j := mul_right_cancel₀ ha (hij.trans (mul_comm _ _))
      have hE' : E i = E j := by exact_mod_cast hE
      rw [(pair_bounds β E i j).2 (by rw [hE', sub_self, mul_zero])]

end

end DuhamelBounds
```

```lean
#print axioms DuhamelBounds.duhamel_bounds
-- 'DuhamelBounds.duhamel_bounds' depends on axioms: [propext, Classical.choice, Quot.sound]
#print axioms DuhamelBounds.correlations_eq_trace
-- 'DuhamelBounds.correlations_eq_trace' depends on axioms: [propext, Classical.choice, Quot.sound]
#print axioms DuhamelBounds.duhamel_eq_symmCorr_iff
-- 'DuhamelBounds.duhamel_eq_symmCorr_iff' depends on axioms: [propext, Classical.choice, Quot.sound]
```

`sinh_bounds` proves $f>0$ and $g>0$ from the signs of their derivatives. `exp_average_bounds` evaluates the integral by the fundamental theorem of calculus, sets $x=2t$, and multiplies the hyperbolic inequalities by $t$ so that they hold for either sign. It then multiplies by $e^t$ and cancels $t^2$.

`gibbs_ratio` supplies $p_j=p_ie^x$, and `pair_bounds` combines it with the integral estimate, treating $x=0$ separately. `lower_eq_sum` writes $G-C/12$ as one double sum, so `duhamel_bounds` can compare term by term.

`correlations_eq_trace` expands the traces into matrix elements. `duhamel_bounds_strict` finds the element linking different energies by contradiction; one strict term then makes the whole sum strict. `duhamel_eq_symmCorr_iff` uses this for one direction and compares the sums termwise for the other.

In a calculation on a finite quantum spin lattice, the lower bound can be read as $G\le D+C/12$: an upper bound on $D$, together with one on the double-commutator term $C$, gives an upper bound on $G$. For one spin with levels $0$ and $\Delta>0$, $A=\sigma_x$ and $y=\beta\Delta/2>0$, the sums give $G=1$, $D=\tanh y/y$ and $C=4y\tanh y$, hence

$$1-\frac{y\tanh y}{3}\le\frac{\tanh y}{y}\le1.$$

At $y=1$ this reads $0.746\le0.762\le1$. At large $y$ the lower bound is negative, so it remains true but says nothing about $D$ beyond $D\ge0$; read as an upper bound on $G$, it is then very loose.
